# In a one-scale atom with strong enough nuclear attraction, relaxation lowers the frozen-orbital Hubbard repulsion by an amount independent of that attraction

## One electron, two electrons

Take an atom whose electrons all occupy an orbital of fixed shape and adjustable size. The size is set by a scale z > 0, and a larger z means a more compact orbital. Under a change of scale kinetic energy grows as z² and every Coulomb energy as z, so one electron has the energy

T z² − V z,

where T > 0 fixes the kinetic energy and V the attraction to the nucleus. Two electrons in the same orbital have the energy

2(T z² − V z) + F z,

where F > 0 fixes their mutual repulsion. For a 1s orbital proportional to exp(−z r) around a nucleus of charge Z, in Hartree atomic units, T = 1/2, V = Z and F = 5/8.

The one-electron energy is lowest at z = V/(2T), which gives

E(1) = −V²/(4T).

The two-electron energy is 2T z² − (2V − F) z. If 2V > F, its minimum lies at the positive scale z = (2V − F)/(4T), and

E(2) = −(2V − F)²/(8T).

Moving an electron from one such one-electron atom to another, far away, leaves a bare nucleus of energy zero and a two-electron ion. The energy cost, which is called the Hubbard repulsion here, is

E(2) − 2E(1) = −(4V² − 4VF + F²)/(8T) + V²/(2T) = F V/(2T) − F²/(8T).

If the orbital is not allowed to respond and stays at z = V/(2T), the one-electron terms cancel and the cost is the bare repulsion F z = F V/(2T). Relaxation therefore lowers the repulsion by F²/(8T), and V does not appear in this reduction.

## Any reference occupation

Let N electrons share the scale z, with the same repulsion F z for each of the N(N−1)/2 pairs:

e(N, z) = N(T z² − V z) + N(N−1)/2 · F z.

The linear coefficient is −N(2V − (N−1)F)/2. With

z(N) = (2V − (N−1)F)/(4T),

completing the square gives

e(N, z) = N T (z − z(N))² − N T z(N)².

When z(N) > 0 the minimum over z > 0 is reached there, and the ground energy is E(N) = −N T z(N)².

Now compare two atoms with n+1 electrons each before and after one electron moves between them. The relaxed repulsion is

E(n+2) + E(n) − 2E(n+1).

First keep all orbitals at one scale z. The one-electron terms cancel because they are linear in N. The pair counts leave

[(n+2)(n+1) + n(n−1) − 2(n+1)n]/2 = 1,

so the frozen repulsion is F z, taken at z = z(n+1).

Then let the ions relax. The atoms with n+1 electrons are already at their optimum. The optimal scales of the two ions are displaced from it by equal and opposite amounts:

z(n+2) = z(n+1) − F/(4T),  z(n) = z(n+1) + F/(4T).

By the completed square, the ions gain

(n+2) T · F²/(16T²) + n T · F²/(16T²) = (n+1) F²/(8T).

The attraction V moves all the optimal scales together and leaves their spacing alone, so it drops out of the gain. The condition needed for all three minima is 2V > (n+1)F, which makes the smallest of the three scales, z(n+2), positive.

The choice of frozen orbital is where the sign can go wrong. If the orbital is frozen at the scale of the two-electron ion instead of the one-electron atom, the bare repulsion is F z(2) = F V/(2T) − F²/(4T). This lies below the relaxed value, and relaxation then appears to raise the repulsion. The reduction by (n+1)F²/(8T) is measured from the reference with n+1 electrons.

For Hubbard corrections in electronic structure, this one-parameter model of an isolated atom shows one reason why a Coulomb integral over a fixed atomic orbital can exceed the corresponding difference of total energies. It leaves out screening by electrons in other shells and by a surrounding solid.

## The energies as Lean definitions

```lean
import Mathlib

open Filter Topology

namespace AtomicHubbardRelaxation

noncomputable section
```

The parameters and the scale are real numbers, and the electron number is a natural number.

```lean
/-- Energy of `N` electrons sharing the orbital scale `z`: kinetic energy `T z²` and nuclear
attraction `-V z` for each electron, and repulsion `F z` for each pair. -/
def shellEnergy (T V F : ℝ) (N : ℕ) (z : ℝ) : ℝ :=
  N * (T * z ^ 2 - V * z) + N * (N - 1) / 2 * (F * z)
```

`shellEnergy T V F N z` is e(N, z). It gives every electron the same radial scale and every pair the same repulsion. A single spatial orbital holds only two electrons, so for N > 2 the expression has to be read as a degenerate shell with an averaged pair repulsion. There is no core, no exchange splitting and no correlation.

```lean
/-- For `T > 0`, the variational ground energy: the infimum of the energy over all scales `z > 0`.
-/
def groundEnergy (T V F : ℝ) (N : ℕ) : ℝ :=
  sInf (shellEnergy T V F N '' Set.Ioi 0)
```

`Set.Ioi 0` is the set of scales z > 0, the quotation mark `''` forms the set of energies reached on it, and `sInf` takes the infimum. The ground energy is thus defined by minimisation and not by a postulated formula. It is variational within the one-parameter family, and is not the ground energy of a many-electron Hamiltonian.

```lean
/-- The stationary orbital scale of `N` electrons, for `T ≠ 0`. -/
def optimalScale (T V F : ℝ) (N : ℕ) : ℝ :=
  (2 * V - (N - 1) * F) / (4 * T)
```

This is z(N). The definition alone says nothing about its sign or about a minimum.

```lean
/-- The relaxed Hubbard repulsion: the energy cost of moving an electron between two atoms with
`n + 1` electrons each, every energy being the infimum over its own orbital scale, for `T > 0`. -/
def relaxedU (T V F : ℝ) (n : ℕ) : ℝ :=
  groundEnergy T V F (n + 2) + groundEnergy T V F n - 2 * groundEnergy T V F (n + 1)
```

`relaxedU` is a second difference of ground energies, centred at n+1 electrons. The index `n` is the occupation of the positive ion, so one-electron atoms correspond to `n = 0`.

```lean
/-- The frozen-orbital Hubbard repulsion: the same energy cost with all orbitals kept at the
stationary scale of `n + 1` electrons, for `T ≠ 0`. -/
def frozenU (T V F : ℝ) (n : ℕ) : ℝ :=
  shellEnergy T V F (n + 2) (optimalScale T V F (n + 1))
    + shellEnergy T V F n (optimalScale T V F (n + 1))
    - 2 * shellEnergy T V F (n + 1) (optimalScale T V F (n + 1))
```

`frozenU` is the same second difference with all three energies evaluated at z(n+1). The reference orbital is therefore part of the definition.

## From the parabola to the ground energy

```lean
/-- For `T ≠ 0` the energy is a parabola in the orbital scale, centred at the stationary
scale. -/
theorem shellEnergy_eq_square {T : ℝ} (hT : T ≠ 0) (V F : ℝ) (N : ℕ) (z : ℝ) :
    shellEnergy T V F N z =
      N * T * (z - optimalScale T V F N) ^ 2 - N * T * optimalScale T V F N ^ 2 := by
  unfold shellEnergy optimalScale
  field_simp
  ring
```

This is the completed square. After the definitions are unfolded, `field_simp` clears the denominator 4T and `ring` compares the polynomials.

```lean
/-- If `T > 0` and `(N - 1) F < 2 V`, the energy of `N` electrons attains its minimum over
`z > 0` at the stationary scale. -/
theorem isLeast_shellEnergy {T V F : ℝ} {N : ℕ} (hT : 0 < T)
    (hV : ((N : ℝ) - 1) * F < 2 * V) :
    IsLeast (shellEnergy T V F N '' Set.Ioi 0)
      (shellEnergy T V F N (optimalScale T V F N)) := by
  constructor
  · refine ⟨optimalScale T V F N, ?_, rfl⟩
    have hpos : 0 < (2 * V - ((N : ℝ) - 1) * F) / (4 * T) :=
      div_pos (by linarith) (by linarith)
    exact hpos
  · rintro _ ⟨z, _, rfl⟩
    rw [shellEnergy_eq_square hT.ne' V F N z,
      shellEnergy_eq_square hT.ne' V F N (optimalScale T V F N)]
    have h : 0 ≤ (N : ℝ) * T * (z - optimalScale T V F N) ^ 2 := by positivity
    linarith [h, show (N : ℝ) * T * (optimalScale T V F N - optimalScale T V F N) ^ 2 = 0
      by ring]
```

`IsLeast` says two things: the value belongs to the set of energies, and no energy in the set is smaller. For the first, the hypothesis `hV` makes the numerator of z(N) positive, so z(N) is an admissible scale. For the second, both energies are written in completed-square form, and they differ by N T (z − z(N))², which is not negative. The statement includes N = 0, where the energy is zero at every scale.

```lean
/-- If `T > 0` and `(N - 1) F < 2 V`, the ground energy is minus the kinetic energy of the
`N` electrons at the stationary scale. -/
theorem groundEnergy_eq {T V F : ℝ} {N : ℕ} (hT : 0 < T)
    (hV : ((N : ℝ) - 1) * F < 2 * V) :
    groundEnergy T V F N = -(N * (T * optimalScale T V F N ^ 2)) := by
  unfold groundEnergy
  rw [(isLeast_shellEnergy hT hV).csInf_eq, shellEnergy_eq_square hT.ne']
  ring
```

Since a least element of a set is its infimum, `csInf_eq` replaces `sInf` by the energy at z(N). The completed square then gives E(N) = −N T z(N)². This is minus the kinetic energy at the minimum, as the virial theorem leads one to expect for Coulomb forces.

## The relaxation shift

```lean
/-- For `T ≠ 0` the frozen-orbital Hubbard repulsion is the repulsion `F z` of one pair at the
stationary scale of `n + 1` electrons. -/
theorem frozenU_eq (T V F : ℝ) (n : ℕ) :
    frozenU T V F n = F * optimalScale T V F (n + 1) := by
  unfold frozenU shellEnergy
  push_cast
  ring
```

This is the pair count made above. It is an algebraic identity, and the Lean statement needs no condition on the parameters; T ≠ 0 is needed only for z(n+1) to be a stationary scale. `push_cast` turns the natural number n+2 into the real number n + 2, and `ring` carries out the cancellation.

```lean
/-- For `T, F > 0` and `2 V > (n + 1) F`, orbital relaxation lowers the frozen-orbital Hubbard
repulsion by exactly `(n + 1) F² / (8 T)`, whatever the nuclear attraction `V`. -/
theorem relaxedU_eq_frozenU_sub {T V F : ℝ} (n : ℕ) (hT : 0 < T) (hF : 0 < F)
    (hV : ((n : ℝ) + 1) * F < 2 * V) :
    relaxedU T V F n = frozenU T V F n - (n + 1) * F ^ 2 / (8 * T) := by
  -- the minimum condition for `n + 2` electrons implies those for `n + 1` and `n`, as `F > 0`
  have h2 : (((n + 2 : ℕ) : ℝ) - 1) * F < 2 * V := by push_cast; linarith
  have h1 : (((n + 1 : ℕ) : ℝ) - 1) * F < 2 * V := by push_cast; linarith
  have h0 : ((n : ℝ) - 1) * F < 2 * V := by linarith
  rw [frozenU_eq]
  unfold relaxedU
  rw [groundEnergy_eq hT h2, groundEnergy_eq hT h1, groundEnergy_eq hT h0]
  unfold optimalScale
  push_cast
  field_simp
  ring
```

The theorem states the shift for every `n`. The three auxiliary inequalities `h2`, `h1` and `h0` supply the minimum condition for n+2, n+1 and n electrons. The first is the hypothesis itself, and the other two follow from it because F > 0. A minimum at a positive scale does not mean that the model binds the last electron: for the 1s values with Z = 1, E(2) ≈ −0.473 lies above E(1) = −0.5. The real H⁻ ion is bound, which a single common scale fails to reproduce.

The hand derivation added the relaxation gains of the two ions. The Lean proof inserts the three closed forms from `groundEnergy_eq` and lets `field_simp` and `ring` verify the resulting identity.

```lean
/-- One-electron atoms with `T, F > 0` and `2 V > F`: the frozen-orbital repulsion is
`F V / (2 T)`, and the relaxed value `E₂ - 2 E₁` is smaller by `F² / (8 T)`. -/
theorem one_electron_repulsion {T V F : ℝ} (hT : 0 < T) (hF : 0 < F) (hV : F < 2 * V) :
    frozenU T V F 0 = F * V / (2 * T) ∧
    groundEnergy T V F 2 - 2 * groundEnergy T V F 1
      = F * V / (2 * T) - F ^ 2 / (8 * T) := by
  have h2 : (((2 : ℕ) : ℝ) - 1) * F < 2 * V := by push_cast; linarith
  have h1 : (((1 : ℕ) : ℝ) - 1) * F < 2 * V := by push_cast; linarith
  constructor
  · rw [frozenU_eq]
    unfold optimalScale
    push_cast
    field_simp
    ring
  · rw [groundEnergy_eq hT h2, groundEnergy_eq hT h1]
    unfold optimalScale
    push_cast
    field_simp
    ring
```

Here the opening calculation returns, with the frozen value and the relaxed value stated side by side. The energy E(0) of the bare nucleus is zero and is left out of the expression. The proof evaluates z(1) for the first part, and z(2) and z(1) for the second.

## When the repulsion exceeds the attraction

Suppose V > 0 and 2V ≤ F. The two-electron energy is

2T z² + (F − 2V) z,

which is positive for every z > 0 and tends to zero as z → 0. The infimum is therefore E(2) = 0, and no orbital reaches it. The one-electron atom still has its minimum, so

E(2) − 2E(1) = V²/(2T).

For a numerical case take T = 1/2, V = 1 and F = 4. Then E(1) = −1/2 and E(2) = 0, so the repulsion is 1, while F V/(2T) − F²/(8T) = 4 − 4 = 0. These numbers test the formula and do not describe a real atom: with the 1s values, 2V ≤ F would require Z ≤ 5/16. In general V²/(2T) exceeds F V/(2T) − F²/(8T) by (2V − F)²/(8T). The formula for the relaxed repulsion therefore fails whenever 2V < F and still holds at 2V = F, so the strict inequality assumed in the theorem is slightly more than is needed.

```lean
/-- If `T, V > 0` but `2 V ≤ F`, the two-electron ground energy is zero and
`E₂ - 2 E₁ = V² / (2 T)`, which does not depend on the repulsion `F`. -/
theorem unbound_pair_repulsion {T V F : ℝ} (hT : 0 < T) (hV : 0 < V) (hF : 2 * V ≤ F) :
    groundEnergy T V F 2 = 0 ∧
    groundEnergy T V F 2 - 2 * groundEnergy T V F 1 = V ^ 2 / (2 * T) := by
  have hform : ∀ z, shellEnergy T V F 2 z = 2 * T * z ^ 2 + (F - 2 * V) * z := by
    intro z
    unfold shellEnergy
    push_cast
    ring
  have hglb : IsGLB (shellEnergy T V F 2 '' Set.Ioi 0) 0 := by
    constructor
    · rintro _ ⟨z, hz, rfl⟩
      have hz' : 0 < z := hz
      have hc : 0 ≤ F - 2 * V := by linarith
      rw [hform]
      positivity
    · intro b hb
      -- the energy tends to zero as the orbital spreads out
      have hcont : Continuous (shellEnergy T V F 2) := by
        unfold shellEnergy
        fun_prop
      have hlim : Tendsto (shellEnergy T V F 2) (𝓝[>] 0) (𝓝 0) :=
        (hcont.tendsto' 0 0 (by rw [hform]; ring)).mono_left nhdsWithin_le_nhds
      refine ge_of_tendsto hlim ?_
      filter_upwards [self_mem_nhdsWithin] with z hz
      exact hb ⟨z, hz, rfl⟩
  have hE2 : groundEnergy T V F 2 = 0 :=
    hglb.csInf_eq ⟨_, 1, Set.mem_Ioi.mpr one_pos, rfl⟩
  have h1 : (((1 : ℕ) : ℝ) - 1) * F < 2 * V := by push_cast; linarith
  refine ⟨hE2, ?_⟩
  rw [hE2, groundEnergy_eq hT h1]
  unfold optimalScale
  push_cast
  field_simp
  ring

end

end AtomicHubbardRelaxation
```

`hform` rewrites the energy as above, and `hglb` proves that zero is its greatest lower bound on z > 0. That zero is a lower bound follows from the signs of the two terms. For the other half, let b be any lower bound. The energy is continuous and vanishes at z = 0, so it tends to zero as z approaches 0 from above, and `ge_of_tendsto` carries the inequality over to the limit, giving b ≤ 0. This argument matters because `sInf` on the reals also returns zero by default for a set with no lower bound; here the zero is a true infimum. The last lines insert E(1) from `groundEnergy_eq`.

The value V²/(2T) reflects the restriction to a common scale. Both electrons must spread out together, whereas in a less constrained description one could leave and the other stay bound, with total energy E(1) < 0.

```lean
#print axioms AtomicHubbardRelaxation.relaxedU_eq_frozenU_sub
#print axioms AtomicHubbardRelaxation.one_electron_repulsion
#print axioms AtomicHubbardRelaxation.unbound_pair_repulsion
```

```
'AtomicHubbardRelaxation.relaxedU_eq_frozenU_sub' depends on axioms: [propext, Classical.choice, Quot.sound]
'AtomicHubbardRelaxation.one_electron_repulsion' depends on axioms: [propext, Classical.choice, Quot.sound]
'AtomicHubbardRelaxation.unbound_pair_repulsion' depends on axioms: [propext, Classical.choice, Quot.sound]
```
